# The absorption of a damped oscillator gives its susceptibility at imaginary frequency

An oscillator with resonance frequency $w$, damping $g$ and strength $f$ responds to a field at complex frequency $z$ with the susceptibility

$$\chi(z)=\frac{f}{w^2-z^2-igz}.$$

Fields vary as $e^{-izt}$, so for $f,g>0$ absorption means $\operatorname{Im}\chi>0$ at positive real frequency. Textbooks often write $\omega_0,\gamma$ for $w,g$, and $\xi$ for the imaginary-frequency variable $s$ used below. The strength $f$ carries its prefactor and is not the dimensionless oscillator strength. The damping stands for friction with the surroundings at a rate independent of frequency.

The problem is to find the response at $z=is$, $s>0$, from the absorption at real frequencies $x>0$. The answer is

$$\frac2\pi\int_0^\infty\frac{x\operatorname{Im}\chi(x)}{x^2+s^2}\,dx=\frac{f}{w^2+s^2+gs}=\chi(is),$$

for all $w,g,s>0$ and real $f$, whether the oscillator is underdamped, critical or overdamped. Such values enter Lifshitz's theory of dispersion forces, hence the name `lifshitz_transform` in the code; here they are obtained for finite sums of damped oscillators only.

```lean
import Mathlib

open MeasureTheory Set
open scoped Real

namespace LifshitzTransform

noncomputable section
```

In Lean the parameters are real and the frequency is complex.

```lean
/-- Susceptibility of a damped oscillator with strength `f`, resonance frequency `w` and damping
`g` at complex frequency `z`, meant for `z` where the denominator is nonzero. -/
def chi (f w g : ℝ) (z : ℂ) : ℂ := f / ((w : ℂ) ^ 2 - z ^ 2 - Complex.I * g * z)
```

## The response on the two axes

At real $x$ the denominator of $\chi$ is $A-iB$ with $A=w^2-x^2$ and $B=gx$. Its squared modulus is

$$D(x)=(w^2-x^2)^2+g^2x^2.$$

```lean
/-- Squared modulus of the denominator of the susceptibility at real frequency `x`. -/
def lineDenom (w g x : ℝ) : ℝ := (w ^ 2 - x ^ 2) ^ 2 + g ^ 2 * x ^ 2
```

Since $1/(A-iB)=(A+iB)/(A^2+B^2)$, the absorptive part is $\operatorname{Im}\chi(x)=fgx/D(x)$.

```lean
/-- The absorptive part of the susceptibility at real frequency `x`. -/
theorem im_chi (f w g x : ℝ) : (chi f w g (x : ℂ)).im = f * g * x / lineDenom w g x := by
  have h : (w : ℂ) ^ 2 - (x : ℂ) ^ 2 - Complex.I * g * x = ⟨w ^ 2 - x ^ 2, -(g * x)⟩ := by
    apply Complex.ext <;> simp [pow_two]
  rw [chi, h, Complex.div_im]
  simp only [Complex.normSq_mk, Complex.ofReal_re, Complex.ofReal_im, lineDenom]
  ring
```

At $z=is$ we have $-z^2=s^2$ and $-igz=gs$, so $\chi(is)=f/(w^2+s^2+gs)$, a real number.

```lean
/-- At the imaginary frequency `i s` the susceptibility is the real number
`f / (w² + s² + g s)`. -/
theorem chi_imaginary_axis (f w g s : ℝ) :
    chi f w g (Complex.I * s) = ((f / (w ^ 2 + s ^ 2 + g * s) : ℝ) : ℂ) := by
  have h : (w : ℂ) ^ 2 - (Complex.I * s) ^ 2 - Complex.I * g * (Complex.I * s)
      = (w : ℂ) ^ 2 + (s : ℂ) ^ 2 + g * s := by
    linear_combination (-((s : ℂ) ^ 2 + g * s)) * Complex.I_sq
  rw [chi, h]
  simp only [Complex.ofReal_div, Complex.ofReal_add, Complex.ofReal_mul, Complex.ofReal_pow]
```

## Folding the half-line

Let $p>0$ and $u=x-p/x$. Then $du/dx=1+p/x^2>0$, and $u$ runs once over the real line as $x$ runs over $x>0$; the inverse is $x=\tfrac12\bigl(u+\sqrt{u^2+4p}\bigr)$. The inversion $x\to p/x$ maps the half-line onto itself, so

$$\int_0^\infty G(x)\,dx=\int_0^\infty\frac{p}{x^2}\,G(p/x)\,dx.$$

If $G(x)+\frac{p}{x^2}G(p/x)=\frac{du}{dx}F(u)$, adding the two forms gives $2\int_0^\infty G\,dx=\int_{-\infty}^\infty F\,du$.

In the proof, `i1`, `i2`, `m1` and `m2` establish that both maps are one-to-one and onto. `IG` uses $G\ge0$ to bound $G$ by the integrable sum, and `E1` and `E2` are the two changes of variable.

```lean
/-- Folding about `√p`, for `p > 0`: if `G` is nonnegative and measurable, `F` is integrable, and
`G x + p / x² * G (p / x) = (1 + p / x²) * F (x - p / x)` for `x > 0`, then `G` is integrable over
`x > 0` and twice its integral is that of `F` over the line. -/
theorem fold {p : ℝ} (hp : 0 < p) {F G : ℝ → ℝ} (hF : Integrable F) (hm : Measurable G)
    (h0 : ∀ x, 0 ≤ G x)
    (h : ∀ x, 0 < x → G x + p / x ^ 2 * G (p / x) = (1 + p / x ^ 2) * F (x - p / x)) :
    IntegrableOn G (Ioi 0) ∧ 2 * ∫ x in Ioi (0 : ℝ), G x = ∫ u, F u := by
  have hd : ∀ x : ℝ, 0 < x → HasDerivAt (fun y => p / y) (-(p / x ^ 2)) x := fun x hx => by
    simpa [div_eq_mul_inv] using (hasDerivAt_inv hx.ne').const_mul p
  have d1 : ∀ x ∈ Ioi (0 : ℝ), HasDerivWithinAt (fun y => p / y) (-(p / x ^ 2)) (Ioi 0) x :=
    fun x hx => (hd x hx).hasDerivWithinAt
  have d2 : ∀ x ∈ Ioi (0 : ℝ),
      HasDerivWithinAt (fun y => y - p / y) (1 + p / x ^ 2) (Ioi 0) x := fun x hx =>
    (((hasDerivAt_id' x).fun_sub (hd x hx)).congr_deriv (by ring)).hasDerivWithinAt
  have i1 : InjOn (fun y => p / y) (Ioi 0) := fun x _ y _ hxy =>
    inv_injective (mul_left_cancel₀ hp.ne' (by simpa only [div_eq_mul_inv] using hxy))
  have i2 : InjOn (fun y => y - p / y) (Ioi 0) := by
    refine StrictMonoOn.injOn fun x hx y _ hxy => ?_
    have hx : 0 < x := hx
    have : p / y < p / x := by gcongr
    show x - p / x < y - p / y
    linarith
  -- inversion maps the half-line onto itself, u = x - p/x maps it onto the whole line
  have m1 : (fun y => p / y) '' Ioi 0 = Ioi 0 := by
    ext y
    constructor
    · rintro ⟨x, hx, rfl⟩
      exact div_pos hp hx
    · intro hy
      have hy : 0 < y := hy
      refine ⟨p / y, div_pos hp hy, ?_⟩
      show p / (p / y) = y
      field_simp
  have m2 : (fun y => y - p / y) '' Ioi 0 = univ := by
    refine eq_univ_of_forall fun y => ?_
    have hr : √(y ^ 2 + 4 * p) ^ 2 = y ^ 2 + 4 * p := Real.sq_sqrt (by positivity)
    have hn := Real.sqrt_nonneg (y ^ 2 + 4 * p)
    have hx : 0 < (y + √(y ^ 2 + 4 * p)) / 2 := by
      have : -y < √(y ^ 2 + 4 * p) := by nlinarith
      linarith
    refine ⟨_, hx, ?_⟩
    have : p / ((y + √(y ^ 2 + 4 * p)) / 2) = (y + √(y ^ 2 + 4 * p)) / 2 - y := by
      rw [div_eq_iff hx.ne']
      linear_combination (-1 / 4) * hr
    simp only [this]
    ring
  have hs : ∀ x ∈ Ioi (0 : ℝ),
      |1 + p / x ^ 2| • F (x - p / x) = G x + p / x ^ 2 * G (p / x) := fun x hx => by
    rw [abs_of_pos (by positivity), smul_eq_mul, h x hx]
  have I2 := (integrableOn_image_iff_integrableOn_abs_deriv_smul measurableSet_Ioi d2 i2 F).1
    (by rw [m2]; exact hF.integrableOn)
  have IG : IntegrableOn G (Ioi 0) := Integrable.mono' I2 hm.aestronglyMeasurable
    ((ae_restrict_iff' measurableSet_Ioi).2 (ae_of_all _ fun x hx => by
      rw [Real.norm_of_nonneg (h0 x)]
      exact (le_add_of_nonneg_right (mul_nonneg (by positivity) (h0 _))).trans_eq
        (hs x hx).symm))
  have I1 := (integrableOn_image_iff_integrableOn_abs_deriv_smul measurableSet_Ioi d1 i1 G).1
    (by rw [m1]; exact IG)
  have E1 := integral_image_eq_integral_abs_deriv_smul measurableSet_Ioi d1 i1 G
  have E2 := integral_image_eq_integral_abs_deriv_smul measurableSet_Ioi d2 i2 F
  rw [m1] at E1
  rw [m2, setIntegral_univ] at E2
  have E3 : ∫ x in Ioi (0 : ℝ), |1 + p / x ^ 2| • F (x - p / x)
      = ∫ x in Ioi (0 : ℝ), (G x + |-(p / x ^ 2)| • G (p / x)) :=
    setIntegral_congr_fun measurableSet_Ioi fun x hx => (hs x hx).trans (by
      rw [abs_neg, abs_of_nonneg (by positivity), smul_eq_mul])
  exact ⟨IG, (two_mul _).trans (E2.trans (E3.trans ((integral_add IG I1).trans
    (congrArg (fun t => (∫ x in Ioi (0 : ℝ), G x) + t) E1.symm)))).symm⟩
```

## One Lorentzian, then two

The width $a$ of the Lorentzian $1/(x^2+a^2)$ is here its half-width at half-maximum. Substituting $x=at$ with $a>0$ gives $\int_{-\infty}^\infty dx/(x^2+a^2)=\pi/a$.

```lean
/-- A Lorentzian of width `a > 0` is integrable, with integral `π / a`. -/
theorem lorentzian {a : ℝ} (ha : 0 < a) :
    Integrable (fun x : ℝ => 1 / (x ^ 2 + a ^ 2)) ∧ ∫ x : ℝ, 1 / (x ^ 2 + a ^ 2) = π / a := by
  have e : (fun x : ℝ => 1 / (x ^ 2 + a ^ 2)) = fun x => 1 / a ^ 2 * (1 + (x / a) ^ 2)⁻¹ := by
    funext x
    have k : 1 + (x / a) ^ 2 = (x ^ 2 + a ^ 2) / a ^ 2 := by
      field_simp
      ring
    have hp : 0 < x ^ 2 + a ^ 2 := by positivity
    rw [k]
    field_simp
  rw [e]
  refine ⟨(integrable_inv_one_add_sq.comp_div ha.ne').const_mul _, ?_⟩
  rw [integral_const_mul, Measure.integral_comp_div (fun x : ℝ => (1 + x ^ 2)⁻¹) a,
    integral_univ_inv_one_add_sq, abs_of_pos ha, smul_eq_mul]
  field_simp
```

For a product of Lorentzians of widths $a,b>0$, take $G=1/[(x^2+a^2)(x^2+b^2)]$ and fold with $p=ab$. Because

$$u^2+(a+b)^2=\frac{(x^2+a^2)(x^2+b^2)}{x^2},$$

$$G(x)+\frac{ab}{x^2}G\!\left(\frac{ab}{x}\right)=\frac{x^2+ab}{ab\,(x^2+a^2)(x^2+b^2)}=\frac{du}{dx}\,\frac{1}{ab\,[u^2+(a+b)^2]}.$$

As $G$ is even, its integral over the line is $\pi/[ab(a+b)]$. Equal widths need no separate treatment.

```lean
/-- The product of two Lorentzians of widths `a, b > 0`, equal or not, is integrable, with
integral `π / (a b (a + b))`. -/
theorem two_lorentzians {a b : ℝ} (ha : 0 < a) (hb : 0 < b) :
    Integrable (fun x : ℝ => 1 / ((x ^ 2 + a ^ 2) * (x ^ 2 + b ^ 2))) ∧
      ∫ x : ℝ, 1 / ((x ^ 2 + a ^ 2) * (x ^ 2 + b ^ 2)) = π / (a * b * (a + b)) := by
  have hm : Measurable (fun x : ℝ => 1 / ((x ^ 2 + a ^ 2) * (x ^ 2 + b ^ 2))) := by fun_prop
  constructor
  · refine ((lorentzian ha).1.const_mul (1 / b ^ 2)).mono' hm.aestronglyMeasurable
      (ae_of_all _ fun x => ?_)
    rw [Real.norm_of_nonneg (by positivity), one_div_mul_one_div]
    apply one_div_le_one_div_of_le (by positivity)
    nlinarith [mul_nonneg (sq_nonneg x) (add_nonneg (sq_nonneg x) (sq_nonneg a))]
  · have h2 := integral_comp_abs (f := fun x : ℝ => 1 / ((x ^ 2 + a ^ 2) * (x ^ 2 + b ^ 2)))
    simp only [sq_abs] at h2
    have hL := lorentzian (add_pos ha hb)
    -- folding about √(a b) leaves a single Lorentzian of width a + b
    rw [h2, (fold (mul_pos ha hb) (hL.1.const_mul (1 / (a * b))) hm
      (fun x => by positivity) fun x hx => ?_).2, integral_const_mul, hL.2]
    · field_simp
    · have k1 : (x - a * b / x) ^ 2 + (a + b) ^ 2
          = (x ^ 2 + a ^ 2) * (x ^ 2 + b ^ 2) / x ^ 2 := by
        field_simp
        ring
      have k2 : (a * b / x) ^ 2 + a ^ 2 = a ^ 2 * (x ^ 2 + b ^ 2) / x ^ 2 := by
        field_simp
        ring
      have k3 : (a * b / x) ^ 2 + b ^ 2 = b ^ 2 * (x ^ 2 + a ^ 2) / x ^ 2 := by
        field_simp
        ring
      simp only [k1, k2, k3]
      field_simp
      ring
```

## The transform at any positive damping

The integrand is $fg\,G(x)$ with $G=x^2/[D(x)(x^2+s^2)]$. Fold with $p=w^2$ and set $c=(w^2+s^2)/s$. Then

$$u^2+g^2=\frac{D(x)}{x^2},\qquad u^2+c^2=\frac{(x^2+s^2)(s^2x^2+w^4)}{s^2x^2},$$

$$G(x)+\frac{w^2}{x^2}G\!\left(\frac{w^2}{x}\right)=\frac{x^2(w^2+s^2)(x^2+w^2)}{D(x)(x^2+s^2)(s^2x^2+w^4)}=\frac{du}{dx}\,\frac{w^2+s^2}{s^2}\,\frac{1}{(u^2+g^2)(u^2+c^2)}.$$

The two-Lorentzian integral now gives

$$2\int_0^\infty G\,dx=\frac{w^2+s^2}{s^2}\,\frac{\pi}{gc(g+c)}=\frac{\pi}{g(w^2+s^2+gs)},$$

and multiplying by $fg/\pi$ gives the result. The identities `k1` to `k4` are the algebra of the fold; `e2` and `e3` simplify the constants.

The theorem states two things: the integrand is integrable on `Ioi 0`, the set $x>0$, and the integral has the value above.

```lean
/-- For `w, g, s > 0` the absorption weighted by `x / (x² + s²)` is integrable over `x > 0`, and
`2/π` times its integral there is `f / (w² + s² + g s)`. -/
theorem lifshitz_transform (f : ℝ) {w g s : ℝ} (hw : 0 < w) (hg : 0 < g) (hs : 0 < s) :
    IntegrableOn (fun x : ℝ => x * (chi f w g x).im / (x ^ 2 + s ^ 2)) (Ioi 0) ∧
      2 / π * ∫ x in Ioi (0 : ℝ), x * (chi f w g x).im / (x ^ 2 + s ^ 2)
        = f / (w ^ 2 + s ^ 2 + g * s) := by
  have hc : 0 < (w ^ 2 + s ^ 2) / s := by positivity
  have hT := two_lorentzians hg hc
  -- up to constants, the integrand plus its image under x → w²/x is du/dx times a product of
  -- two Lorentzians in u = x - w²/x
  obtain ⟨hK, hKi⟩ := fold (G := fun x => x ^ 2 / (lineDenom w g x * (x ^ 2 + s ^ 2)))
    (pow_pos hw 2) (hT.1.const_mul ((w ^ 2 + s ^ 2) / s ^ 2))
    (by unfold lineDenom; fun_prop) (fun x => by unfold lineDenom; positivity)
    (fun x hx => by
      have hD : 0 < lineDenom w g x := by unfold lineDenom; positivity
      have k1 : (x - w ^ 2 / x) ^ 2 + g ^ 2 = lineDenom w g x / x ^ 2 := by
        unfold lineDenom
        field_simp
        ring
      have k2 : (x - w ^ 2 / x) ^ 2 + ((w ^ 2 + s ^ 2) / s) ^ 2
          = (x ^ 2 + s ^ 2) * (s ^ 2 * x ^ 2 + w ^ 4) / (s ^ 2 * x ^ 2) := by
        field_simp
        ring
      have k3 : lineDenom w g (w ^ 2 / x) = w ^ 4 * lineDenom w g x / x ^ 4 := by
        unfold lineDenom
        field_simp
        ring
      have k4 : (w ^ 2 / x) ^ 2 + s ^ 2 = (s ^ 2 * x ^ 2 + w ^ 4) / x ^ 2 := by
        field_simp
        ring
      simp only [k1, k2, k3, k4]
      field_simp
      ring)
  have e : ∀ x : ℝ, x * (chi f w g x).im / (x ^ 2 + s ^ 2)
      = f * g * (x ^ 2 / (lineDenom w g x * (x ^ 2 + s ^ 2))) := fun x => by
    rw [im_chi, ← div_div]
    ring
  have e2 : (w ^ 2 + s ^ 2) / s ^ 2
      * (π / (g * ((w ^ 2 + s ^ 2) / s) * (g + (w ^ 2 + s ^ 2) / s)))
      = π / (g * (w ^ 2 + s ^ 2 + g * s)) := by
    field_simp
    ring
  have e3 : f * g / π * (π / (g * (w ^ 2 + s ^ 2 + g * s)))
      = f / (w ^ 2 + s ^ 2 + g * s) := by
    field_simp
  rw [integral_const_mul, hT.2, e2] at hKi
  simp only [e]
  refine ⟨Integrable.const_mul hK (f * g), ?_⟩
  rw [integral_const_mul, ← e3, ← hKi]
  ring
```

**A critical oscillator.** Take $f=w=s=1$ and $g=2$. Then $D=(1+x^2)^2$, and with $x=\tan\theta$

$$\int_0^\infty\frac{2x^2}{(1+x^2)^3}\,dx=\int_0^{\pi/2}2\sin^2\theta\cos^2\theta\,d\theta=\frac\pi8.$$

Multiplying by $2/\pi$ gives $\tfrac14=1/(1+1+2)$.

**Zero damping.** The condition $g>0$ can't be weakened to $g\ge0$. At $g=0$ and $f\neq0$, $\operatorname{Im}\chi$ vanishes at every $x>0$ other than $x=w$, so the integral is zero, while the right side is $f/(w^2+s^2)\neq0$. The absorption has shrunk to a delta peak, which an ordinary function doesn't record.

## Several oscillators

Both sides are linear in $\chi$, so the formula extends to a finite set `S` of oscillators, each with its own $f_j$, $w_j>0$ and $g_j>0$. Integrability of each term permits the exchange of sum and integral. The real integral is read as a complex number, to be compared with $\sum_j\chi_j(is)$.

```lean
/-- For finitely many oscillators with positive resonance frequencies and dampings, and `s > 0`,
`2/π` times the integral over `x > 0` of the total absorption weighted by `x / (x² + s²)` is the
total susceptibility at `i s`. -/
theorem lifshitz_transform_sum {ι : Type*} (S : Finset ι) (f w g : ι → ℝ) {s : ℝ}
    (hw : ∀ j ∈ S, 0 < w j) (hg : ∀ j ∈ S, 0 < g j) (hs : 0 < s) :
    ((2 / π * ∫ x in Ioi (0 : ℝ),
        x * (∑ j ∈ S, chi (f j) (w j) (g j) x).im / (x ^ 2 + s ^ 2) : ℝ) : ℂ)
      = ∑ j ∈ S, chi (f j) (w j) (g j) (Complex.I * s) := by
  simp only [Complex.im_sum, Finset.mul_sum, Finset.sum_div]
  rw [MeasureTheory.integral_finsetSum S fun j hj =>
    (lifshitz_transform (f j) (hw j hj) (hg j hj) hs).1, Finset.mul_sum, Complex.ofReal_sum]
  refine Finset.sum_congr rfl fun j hj => ?_
  rw [(lifshitz_transform (f j) (hw j hj) (hg j hj) hs).2, chi_imaginary_axis]

end

end LifshitzTransform
```

```lean
#print axioms LifshitzTransform.chi_imaginary_axis
#print axioms LifshitzTransform.lifshitz_transform_sum
```

```
'LifshitzTransform.chi_imaginary_axis' depends on axioms: [propext, Classical.choice, Quot.sound]
'LifshitzTransform.lifshitz_transform_sum' depends on axioms: [propext, Classical.choice, Quot.sound]
```

The theorem covers a material only as far as its susceptibility is such a sum, which is a physical assumption. For more general causal responses the same integral formula follows from the Kramers–Kronig relations, which are not used here. Free carriers with $w=0$ lie outside the theorem's hypotheses. The formula still holds for them when $g,s>0$: the integrand is then $fg/[(x^2+g^2)(x^2+s^2)]$, and the two-Lorentzian integral gives $f/(s^2+gs)$.
